# An overlap threshold above the noise bounds the shift of the generalized Rayleigh quotient

## A small overlap turns small noise into a large energy

Take two basis combinations whose overlap matrix is $S=\mathrm{diag}(1,\delta)$ with $\delta>0$, and let the exact Hamiltonian matrix be $H=0$. Every exact energy is zero. If the measured Hamiltonian matrix is instead $\mathrm{diag}(0,-w)$ with $w>0$, the generalized eigenvalue problem has the solution $-w/\delta$. With $w=10^{-3}$ and $\delta=10^{-6}$ in atomic units, an error of a thousandth of a hartree becomes an energy of $-1000$ hartree.

This situation arises when a many-electron Hamiltonian is diagonalized in nonorthogonal states $|\phi_i\rangle$ with measured matrix elements $H_{ij}=\langle\phi_i|\hat H|\phi_j\rangle$ and $S_{ij}=\langle\phi_i|\phi_j\rangle$. A coefficient vector $x$ describes the state $\sum_i x_i|\phi_i\rangle$, whose squared norm is $x^*Sx$. Near linear dependence makes this number tiny for some $x$ although $\|x\|$ is not. A lower bound on the overlap that exceeds the overlap noise keeps the error under control for noise of bounded operator norm, whatever its statistics.

## The bound and its Lean form

Write $\langle A\rangle_x=\mathrm{Re}\,\langle x,Ax\rangle$ for the unnormalised expectation value, and
$$R=\frac{\langle H\rangle_x}{\langle S\rangle_x},\qquad R'=\frac{\langle H+dH\rangle_x}{\langle S+dS\rangle_x}$$
for the exact and noisy quotients. Suppose that $x\neq0$, $\langle S\rangle_x\ge\varepsilon\|x\|^2$, $\|dH\|\le w$ and $\|dS\|\le u<\varepsilon$. Then the noisy overlap is positive, and
$$|R'-R|\le\frac{w+|R|u}{\varepsilon-u}.$$

This is `rayleigh_shift_le`. The space `E` is any complex inner product space, and `E →L[ℂ] E` is the type of bounded operators on it, with the operator norm. For matrices acting on coefficient vectors with the Euclidean norm, this is the spectral norm. The functions `expval` and `rayleigh` are $\langle A\rangle_x$ and the quotient. Hermiticity is not assumed; for a Hermitian operator, `inner_eq_expval_of_hermitian` shows that the real part is the whole expectation value. The threshold $\varepsilon$ stands for the smallest squared norm tolerated in a state with a unit coefficient vector.

In `minEnergy_shift_le` the threshold holds for every vector, and the least values $e_0$ and $e_1$ of the exact and noisy quotients satisfy the same bound with $|e_0|$ in place of $|R|$. The predicate `IsMinEnergy` says that the minimum is attained, which is a hypothesis for both problems. For Hermitian matrices with positive definite overlap, this minimum is the lowest generalized eigenvalue.

The theorem `rayleigh_shift_sharp` gives equality for every $r=R\ge0$. The last two theorems treat the $2\times2$ example. An operator that is unbounded on `E` is not covered, but the finite matrix of an unbounded Hamiltonian is. The energy lost by discarding basis directions is not covered either.

## Measuring the noise relative to an energy

Cauchy–Schwarz gives, for any bounded operator,
$$|\langle A\rangle_x|\le\|x\|\,\|Ax\|\le\|A\|\,\|x\|^2.$$
The overlap noise can therefore lower the overlap by at most $u\|x\|^2$:
$$\langle S+dS\rangle_x\ge(\varepsilon-u)\|x\|^2>0.$$
For any real reference energy $r$, the triangle inequality gives
$$|\langle dH\rangle_x-r\langle dS\rangle_x|\le(w+|r|u)\|x\|^2.$$
Dividing by the noisy overlap cancels $\|x\|^2$:
$$\left|\frac{\langle dH\rangle_x-r\langle dS\rangle_x}{\langle S+dS\rangle_x}\right|\le\frac{w+|r|u}{\varepsilon-u}.\tag{1}$$
Since $\langle H\rangle_x=R\langle S\rangle_x$, the shift is exactly this ratio at $r=R$:
$$R'-R=\frac{\langle H\rangle_x+\langle dH\rangle_x-R\langle S\rangle_x-R\langle dS\rangle_x}{\langle S+dS\rangle_x}=\frac{\langle dH\rangle_x-R\langle dS\rangle_x}{\langle S+dS\rangle_x}.$$

## From one state to the minimum energy

Let $K=(w+|e_0|u)/(\varepsilon-u)$. If $x$ minimises the exact quotient, then $R=e_0$ in this state, and $e_1\le R'\le e_0+K$.

For the lower bound, let $y$ minimise the noisy quotient. Then
$$e_1-e_0=\frac{\langle H\rangle_y-e_0\langle S\rangle_y}{\langle S+dS\rangle_y}+\frac{\langle dH\rangle_y-e_0\langle dS\rangle_y}{\langle S+dS\rangle_y}.$$
The first term is nonnegative because $e_0$ is the exact minimum, and the second is at least $-K$ by (1) with $r=e_0$. Applying the shift bound directly to $y$ would bring in the exact quotient at $y$, which can be larger in magnitude than $e_0$. The free reference energy in (1) avoids this.

## Equality and divergence

Take $H=r\varepsilon$, $S=\varepsilon$, $dH=w$ and $dS=-u$ as multiples of the identity, with $r,w\ge0$ and $0\le u<\varepsilon$. Then $R=r$ and
$$R'-R=\frac{r\varepsilon+w}{\varepsilon-u}-r=\frac{w+ru}{\varepsilon-u}.$$

For the example at the start, the components of $(0+dH)v=\mu Sv$ are
$$0=\mu v_0,\qquad -wv_1=\mu\delta v_1.$$
If $v_1\ne0$, then $\mu=-w/\delta$. If $v_1=0$, then $v_0\ne0$ and $\mu=0$. Conversely, $(1,0)$ and $(0,1)$ are eigenvectors for $0$ and $-w/\delta$. For any $B>0$, the condition $\delta<w/B$ gives $B\delta<w$, so $-w/\delta<-B$. Each of these overlap matrices is positive definite; what is missing is one positive threshold for all $\delta$.

## A threshold on the measured overlap

In a calculation only the noisy matrices $\tilde H=H+dH$ and $\tilde S=S+dS$ are available. Exchanging the roles of the exact and noisy pairs, with noise $-dH$ and $-dS$, gives a neighbouring bound: if $\langle\tilde S\rangle_x\ge\eta\|x\|^2$ and $u<\eta$, then
$$|R'-R|\le\frac{w+|R'|u}{\eta-u}.$$
Apart from the noise bounds and the chosen threshold $\eta$, the right-hand side contains only the measured quotient $R'$.

A code can enforce this condition by diagonalizing the Hermitian matrix $\tilde S$ and keeping orthonormal eigenvectors with eigenvalues at least $\eta$, where $\eta>u$. With these as the columns of $V$ and their eigenvalues in the diagonal matrix $s$, it forms $X=Vs^{-1/2}$ and diagonalizes $X^*\tilde HX$. The bound then compares the exact and noisy quotients of each nonzero state in the retained subspace. If each entry of an $n\times n$ error matrix is at most $a$ in magnitude, its spectral norm is at most $na$, which supplies values for $w$ and $u$.

## The complete Lean file

```lean
import Mathlib

open Matrix

namespace NoisySubspaceDiagonalization

noncomputable section

variable {E : Type*} [NormedAddCommGroup E] [InnerProductSpace ℂ E]

/-- The real part of the expectation value `⟨x, A x⟩` of an operator in an unnormalised state. -/
def expval (A : E →L[ℂ] E) (x : E) : ℝ := (inner ℂ x (A x)).re

/-- The generalized Rayleigh quotient of a Hamiltonian `H` and an overlap operator `S`,
for states `x` in which the expectation value of `S` is nonzero. -/
def rayleigh (H S : E →L[ℂ] E) (x : E) : ℝ := expval H x / expval S x

/-- `e` is the minimum energy: the least value of the generalized Rayleigh quotient over
nonzero states, for `S` with nonzero expectation value in each of them. -/
def IsMinEnergy (H S : E →L[ℂ] E) (e : ℝ) : Prop :=
  IsLeast {r | ∃ x : E, x ≠ 0 ∧ rayleigh H S x = r} e

/-- For a Hermitian operator the expectation value is real, so `expval` is all of it. -/
theorem inner_eq_expval_of_hermitian (A : E →L[ℂ] E)
    (hA : (A : E →ₗ[ℂ] E).IsSymmetric) (x : E) :
    inner ℂ x (A x) = (expval A x : ℂ) :=
  (Complex.conj_eq_iff_re.1 ((inner_conj_symm (A x) x).trans (hA x x))).symm

/-- Expectation values are additive in the operator. -/
theorem expval_add (A B : E →L[ℂ] E) (x : E) :
    expval (A + B) x = expval A x + expval B x := by
  simp [expval]

/-- An operator of norm at most `a` has expectation value at most `a ‖x‖²` in magnitude. -/
theorem abs_expval_le {A : E →L[ℂ] E} {a : ℝ} (hA : ‖A‖ ≤ a) (x : E) :
    |expval A x| ≤ a * ‖x‖ ^ 2 :=
  calc |expval A x| ≤ ‖inner ℂ x (A x)‖ := Complex.abs_re_le_norm _
    _ ≤ ‖x‖ * ‖A x‖ := norm_inner_le_norm _ _
    _ ≤ ‖x‖ * (a * ‖x‖) :=
      mul_le_mul_of_nonneg_left (A.le_of_opNorm_le hA x) (norm_nonneg x)
    _ = a * ‖x‖ ^ 2 := by ring

/-- If a nonzero state has overlap at least `ε ‖x‖²` and the overlap noise is below `ε`, the
noisy overlap is positive, and the noise relative to any reference energy `r` is bounded. -/
theorem noise_ratio_le {S dH dS : E →L[ℂ] E} {x : E} {ε u w : ℝ} (hx : x ≠ 0)
    (hS : ε * ‖x‖ ^ 2 ≤ expval S x) (hu : ‖dS‖ ≤ u) (huε : u < ε) (hw : ‖dH‖ ≤ w) (r : ℝ) :
    0 < expval (S + dS) x ∧
      |(expval dH x - r * expval dS x) / expval (S + dS) x| ≤ (w + |r| * u) / (ε - u) := by
  have hn : 0 < ‖x‖ ^ 2 := pow_pos (norm_pos_iff.2 hx) 2
  have hgap : 0 < ε - u := sub_pos.2 huε
  have hu0 : 0 ≤ u := (norm_nonneg dS).trans hu
  have hw0 : 0 ≤ w := (norm_nonneg dH).trans hw
  have hdS := abs_expval_le hu x
  have hdH := abs_expval_le hw x
  -- the noise can lower the overlap by at most `u ‖x‖²`
  have hlow : (ε - u) * ‖x‖ ^ 2 ≤ expval (S + dS) x := by
    rw [expval_add]
    linarith [(abs_le.1 hdS).1]
  have hpos : 0 < expval (S + dS) x := (mul_pos hgap hn).trans_le hlow
  have hK : 0 ≤ w + |r| * u := add_nonneg hw0 (mul_nonneg (abs_nonneg r) hu0)
  have hnum : |expval dH x - r * expval dS x| ≤ (w + |r| * u) * ‖x‖ ^ 2 := by
    have h1 := abs_sub (expval dH x) (r * expval dS x)
    have h2 := mul_le_mul_of_nonneg_left hdS (abs_nonneg r)
    rw [abs_mul] at h1
    linarith
  refine ⟨hpos, ?_⟩
  rw [abs_div, abs_of_pos hpos, div_le_div_iff₀ hpos hgap]
  calc |expval dH x - r * expval dS x| * (ε - u)
      ≤ ((w + |r| * u) * ‖x‖ ^ 2) * (ε - u) := mul_le_mul_of_nonneg_right hnum hgap.le
    _ = (w + |r| * u) * ((ε - u) * ‖x‖ ^ 2) := by ring
    _ ≤ (w + |r| * u) * expval (S + dS) x := mul_le_mul_of_nonneg_left hlow hK

/-- In a nonzero state with overlap at least `ε ‖x‖²`, noise `‖dH‖ ≤ w` and `‖dS‖ ≤ u < ε`
keeps the overlap positive and shifts the Rayleigh quotient `R` by at most
`(w + |R| u) / (ε - u)`. -/
theorem rayleigh_shift_le {H S dH dS : E →L[ℂ] E} {x : E} {ε u w : ℝ} (hx : x ≠ 0)
    (hS : ε * ‖x‖ ^ 2 ≤ expval S x) (hu : ‖dS‖ ≤ u) (huε : u < ε) (hw : ‖dH‖ ≤ w) :
    0 < expval (S + dS) x ∧
      |rayleigh (H + dH) (S + dS) x - rayleigh H S x|
        ≤ (w + |rayleigh H S x| * u) / (ε - u) := by
  obtain ⟨hd, hb⟩ := noise_ratio_le hx hS hu huε hw (rayleigh H S x)
  have hε : 0 < ε := ((norm_nonneg dS).trans hu).trans_lt huε
  have hs : 0 < expval S x := (mul_pos hε (pow_pos (norm_pos_iff.2 hx) 2)).trans_le hS
  have hr : rayleigh H S x * expval S x = expval H x := div_mul_cancel₀ _ hs.ne'
  have hr' : rayleigh (H + dH) (S + dS) x * expval (S + dS) x = expval H x + expval dH x :=
    (div_mul_cancel₀ _ hd.ne').trans (expval_add H dH x)
  -- the exact shift is the noise measured relative to the energy `R`
  have key : rayleigh (H + dH) (S + dS) x - rayleigh H S x =
      (expval dH x - rayleigh H S x * expval dS x) / expval (S + dS) x := by
    rw [eq_div_iff hd.ne']
    linear_combination hr' - hr - rayleigh H S x * expval_add S dS x
  exact ⟨hd, by rw [key]; exact hb⟩

/-- If every state has overlap at least `ε ‖x‖²` and the exact and noisy minima are both attained,
noise `‖dH‖ ≤ w` and `‖dS‖ ≤ u < ε` moves the minimum energy `e₀` by at most
`(w + |e₀| u) / (ε - u)`. -/
theorem minEnergy_shift_le {H S dH dS : E →L[ℂ] E} {ε u w e₀ e₁ : ℝ}
    (hS : ∀ x, ε * ‖x‖ ^ 2 ≤ expval S x) (hu : ‖dS‖ ≤ u) (huε : u < ε) (hw : ‖dH‖ ≤ w)
    (h₀ : IsMinEnergy H S e₀) (h₁ : IsMinEnergy (H + dH) (S + dS) e₁) :
    |e₁ - e₀| ≤ (w + |e₀| * u) / (ε - u) := by
  obtain ⟨⟨x, hx, hxe⟩, hmin₀⟩ := h₀
  obtain ⟨⟨y, hy, hye⟩, hmin₁⟩ := h₁
  rw [abs_le]
  constructor
  · -- lower bound: test the noisy minimiser in the exact problem
    obtain ⟨hd, hb⟩ := noise_ratio_le hy (hS y) hu huε hw e₀
    have hε : 0 < ε := ((norm_nonneg dS).trans hu).trans_lt huε
    have hs : 0 < expval S y := (mul_pos hε (pow_pos (norm_pos_iff.2 hy) 2)).trans_le (hS y)
    have hle : e₀ ≤ expval H y / expval S y := hmin₀ ⟨y, hy, rfl⟩
    have hle' := (le_div_iff₀ hs).1 hle
    have hr' : e₁ * expval (S + dS) y = expval H y + expval dH y := by
      rw [← hye, ← expval_add]
      exact div_mul_cancel₀ _ hd.ne'
    have hsplit : (e₁ - e₀) * expval (S + dS) y =
        (expval H y - e₀ * expval S y) + (expval dH y - e₀ * expval dS y) := by
      linear_combination hr' - e₀ * expval_add S dS y
    have hfin : (expval dH y - e₀ * expval dS y) / expval (S + dS) y ≤ e₁ - e₀ := by
      rw [div_le_iff₀ hd]
      linarith
    linarith [(abs_le.1 hb).1]
  · -- upper bound: test the exact minimiser in the noisy problem
    have hb := (rayleigh_shift_le (H := H) hx (hS x) hu huε hw).2
    rw [hxe] at hb
    have hle : e₁ ≤ rayleigh (H + dH) (S + dS) x := hmin₁ ⟨x, hx, rfl⟩
    linarith [(abs_le.1 hb).2]

/-- The real multiple `c` of the identity operator. -/
def scalarOp (c : ℝ) : E →L[ℂ] E := (c : ℂ) • ContinuousLinearMap.id ℂ E

/-- The bound is attained: for `0 ≤ u < ε`, `0 ≤ w` and energy `r ≥ 0`, the multiples `r ε`, `ε`,
`w`, `-u` of the identity as `H`, `S`, `dH`, `dS` give equality in every nonzero state. -/
theorem rayleigh_shift_sharp {x : E} {ε u w r : ℝ} (hx : x ≠ 0) (hu : 0 ≤ u) (huε : u < ε)
    (hw : 0 ≤ w) (hr : 0 ≤ r) :
    expval (scalarOp ε) x = ε * ‖x‖ ^ 2 ∧
      ‖(scalarOp (-u) : E →L[ℂ] E)‖ ≤ u ∧ ‖(scalarOp w : E →L[ℂ] E)‖ ≤ w ∧
      rayleigh (scalarOp (r * ε)) (scalarOp ε) x = r ∧
      rayleigh (scalarOp (r * ε) + scalarOp w) (scalarOp ε + scalarOp (-u)) x - r
        = (w + |r| * u) / (ε - u) := by
  have hval : ∀ c : ℝ, expval (scalarOp c) x = c * ‖x‖ ^ 2 := by
    intro c
    have h : (inner ℂ x x).re = ‖x‖ ^ 2 := inner_self_eq_norm_sq (𝕜 := ℂ) x
    have e : scalarOp c x = (c : ℂ) • x := rfl
    rw [expval, e, inner_smul_right, Complex.re_ofReal_mul, h]
  have hnorm : ∀ c : ℝ, ‖(scalarOp c : E →L[ℂ] E)‖ ≤ |c| := by
    intro c
    refine ContinuousLinearMap.opNorm_le_bound _ (abs_nonneg c) fun y => ?_
    have e : ‖scalarOp c y‖ = |c| * ‖y‖ := by
      rw [show scalarOp c y = (c : ℂ) • y from rfl, norm_smul, Complex.norm_real,
        Real.norm_eq_abs]
    exact e.le
  have hn : ‖x‖ ^ 2 ≠ 0 := (pow_pos (norm_pos_iff.2 hx) 2).ne'
  have hε : ε ≠ 0 := (hu.trans_lt huε).ne'
  have hd : ε - u ≠ 0 := (sub_pos.2 huε).ne'
  refine ⟨hval ε, ?_, ?_, ?_, ?_⟩
  · simpa [abs_of_nonneg hu] using hnorm (-u)
  · simpa [abs_of_nonneg hw] using hnorm w
  · rw [rayleigh, hval, hval, mul_div_mul_right _ _ hn, mul_div_cancel_right₀ _ hε]
  · rw [rayleigh, expval_add, expval_add, hval, hval, hval, hval, ← add_mul, ← add_mul,
      mul_div_mul_right _ _ hn, ← sub_eq_add_neg, abs_of_nonneg hr, eq_div_iff hd, sub_mul,
      div_mul_cancel₀ _ hd]
    ring

/-- The overlap matrix `diag(1, δ)`. -/
def overlap (δ : ℝ) : Matrix (Fin 2) (Fin 2) ℂ := !![1, 0; 0, (δ : ℂ)]

/-- The Hamiltonian noise `diag(0, -w)`. -/
def noise (w : ℝ) : Matrix (Fin 2) (Fin 2) ℂ := !![0, 0; 0, -(w : ℂ)]

/-- For the Hamiltonian `0` with noise `diag(0, -w)` and overlap `diag(1, δ)`, `δ > 0`, the
generalized eigenvalues are exactly `0` and `-w/δ`. -/
theorem unthresholded_spectrum (w : ℝ) {δ : ℝ} (hδ : 0 < δ) (μ : ℂ) :
    (∃ v : Fin 2 → ℂ, v ≠ 0 ∧ (0 + noise w) *ᵥ v = μ • (overlap δ *ᵥ v)) ↔
      μ = 0 ∨ μ = ((-w / δ : ℝ) : ℂ) := by
  have hδc : (δ : ℂ) ≠ 0 := Complex.ofReal_ne_zero.2 hδ.ne'
  constructor
  · rintro ⟨v, hv, h⟩
    have h0 : 0 = μ * v 0 := by
      simpa [noise, overlap, Matrix.mulVec, dotProduct, Fin.sum_univ_two] using congrFun h 0
    have h1 : -(w : ℂ) * v 1 = μ * (δ * v 1) := by
      simpa [noise, overlap, Matrix.mulVec, dotProduct, Fin.sum_univ_two] using congrFun h 1
    by_cases hv1 : v 1 = 0
    · left
      rcases mul_eq_zero.1 h0.symm with hμ | hv0
      · exact hμ
      · exact absurd (by ext i; fin_cases i <;> simp [hv0, hv1]) hv
    · right
      push_cast
      rw [eq_div_iff hδc]
      exact mul_right_cancel₀ hv1 (by linear_combination -h1)
  · rintro (rfl | rfl)
    · refine ⟨![1, 0], fun h => by simpa using congrFun h 0, ?_⟩
      ext i
      fin_cases i <;> simp [noise, overlap, Matrix.mulVec, dotProduct, Fin.sum_univ_two]
    · refine ⟨![0, 1], fun h => by simpa using congrFun h 1, ?_⟩
      ext i
      fin_cases i <;>
        simp [noise, overlap, Matrix.mulVec, dotProduct, Fin.sum_univ_two, hδ.ne']

/-- Without a threshold the error is unbounded: for the Hamiltonian `0` with noise `diag(0, -w)`,
`w > 0`, overlap `diag(1, δ)` and any `B > 0`, every overlap eigenvalue `0 < δ < w/B` gives a
generalized eigenvalue below `-B`. -/
theorem unthresholded_unbounded {w B δ : ℝ} (hB : 0 < B) (hδ : 0 < δ) (h : δ < w / B) :
    ∃ μ : ℝ, μ < -B ∧
      ∃ v : Fin 2 → ℂ, v ≠ 0 ∧ (0 + noise w) *ᵥ v = (μ : ℂ) • (overlap δ *ᵥ v) := by
  refine ⟨-w / δ, ?_, (unthresholded_spectrum w hδ _).2 (Or.inr rfl)⟩
  have h' := (lt_div_iff₀ hB).1 h
  rw [div_lt_iff₀ hδ]
  linarith

end

end NoisySubspaceDiagonalization
```

```lean
#print axioms NoisySubspaceDiagonalization.rayleigh_shift_le
-- 'NoisySubspaceDiagonalization.rayleigh_shift_le' depends on axioms: [propext, Classical.choice, Quot.sound]
#print axioms NoisySubspaceDiagonalization.minEnergy_shift_le
-- 'NoisySubspaceDiagonalization.minEnergy_shift_le' depends on axioms: [propext, Classical.choice, Quot.sound]
#print axioms NoisySubspaceDiagonalization.rayleigh_shift_sharp
-- 'NoisySubspaceDiagonalization.rayleigh_shift_sharp' depends on axioms: [propext, Classical.choice, Quot.sound]
#print axioms NoisySubspaceDiagonalization.unthresholded_unbounded
-- 'NoisySubspaceDiagonalization.unthresholded_unbounded' depends on axioms: [propext, Classical.choice, Quot.sound]
```

## The proof in Lean

**Expectation values.** `expval_add` splits the expectation value of a sum of operators, and `abs_expval_le` is the Cauchy–Schwarz estimate, written as a `calc` chain.

**The noise ratio.** `noise_ratio_le` proves positivity and (1) together. Its step `hlow` is the lower bound on the noisy overlap, and `hnum` is the triangle inequality for the numerator. The lemma `div_le_div_iff₀` then cross-multiplies by the two positive denominators, and the closing `calc` combines the two estimates.

**The shift.** In `rayleigh_shift_le`, the equations `hr` and `hr'` are the two quotients with denominators cleared. From them `linear_combination` derives `key`, the exact formula for $R'-R$, and `noise_ratio_le` at $r=R$ finishes the proof.

**The minimum.** `minEnergy_shift_le` unpacks both minimisers and splits the absolute value into two inequalities. For the lower one, `hsplit` is the decomposition above multiplied by the noisy overlap, and `hfin` drops the nonnegative term. The upper one applies `rayleigh_shift_le` to the exact minimiser.

**Sharpness.** `scalarOp` is a real multiple of the identity. Inside `rayleigh_shift_sharp`, `hval` computes its expectation value as $c\|x\|^2$ and `hnorm` bounds its norm by $|c|$. The remaining goals are the threshold, the two noise bounds, the value of $R$ and the shift.

**The two-level example.** `unthresholded_spectrum` reads off the components `h0` and `h1` of the eigenvalue equation and distinguishes whether $v_1$ vanishes; the converse supplies the two eigenvectors. `unthresholded_unbounded` takes the eigenvalue $-w/\delta$ from that converse and checks that it lies below $-B$.
